# Far above a square atomic plane, the inverse-sixth-power lattice sum approaches the uniform-sheet value

Replace the atoms of a crystal plane by a uniform sheet, and the pairwise $r^{-6}$ attraction energy of an atom at height $z$ becomes a simple $z^{-4}$ law. Close to the plane this goes wrong: for a square lattice, with lengths in units of the lattice constant and the strength and sign of the attraction left out, directly above a lattice site the nearest atom alone contributes $1/z^6$, which exceeds the whole sheet value $\pi/(2z^4)$ once $z<\sqrt{2/\pi}$. A bound on the difference gives heights at which the sheet is guaranteed to be accurate to a chosen tolerance. The bound derived here holds above a lattice site at every $z>0$, and the continuum limit follows from it.

```lean
import Mathlib

open Filter Topology MeasureTheory Set
open scoped Real

namespace AtomicPlaneContinuum

noncomputable section
```

## The lattice and the sheet

Lengths are in units of the lattice constant, and the atom sits above a site. The lattice sum is
$$P(z)=\sum_{(m,n)\in\mathbb Z^2}\frac{1}{(m^2+n^2+z^2)^3}.$$
In `planeSum`, `p.1` is $m$ and `p.2` is $n$. The squares are written out, so the distance is Euclidean. For a pair energy $-C_6/r^6$, the energy above the plane is $-C_6P(z)$. The model is pairwise additive and unretarded, with one rigid plane and no lateral displacement.

```lean
/-- Sum of the inverse sixth powers of the distances from a point at height `z` above a site
of the unit square lattice to all sites of the lattice. -/
def planeSum (z : ℝ) : ℝ :=
  ∑' p : ℤ × ℤ, 1 / ((p.1 : ℝ) ^ 2 + (p.2 : ℝ) ^ 2 + z ^ 2) ^ 3
```

The sheet has one atom per unit area, and its sum becomes an integral over $\mathbb R^2$.

```lean
/-- The inverse sixth power of the distance, integrated over a uniform sheet of unit density
at distance `z`. -/
def sheetIntegral (z : ℝ) : ℝ :=
  ∫ p : ℝ × ℝ, 1 / (p.1 ^ 2 + p.2 ^ 2 + z ^ 2) ^ 3
```

## A chain compared with a line

Two facts about $x^2+a^2$ are needed throughout: its derivative is $2x$, and its inverse tends to zero as $x\to\infty$.

```lean
/-- Derivative of the squared distance with respect to the lateral coordinate. -/
theorem hasDerivAt_distSq (a x : ℝ) :
    HasDerivAt (fun y : ℝ => y ^ 2 + a ^ 2) (2 * x) x :=
  ((hasDerivAt_pow 2 x).add_const (a ^ 2)).congr_deriv (by norm_num)

/-- The inverse squared distance `(y ^ 2 + a ^ 2)⁻¹` tends to zero as `y` tends to infinity. -/
theorem tendsto_inv_distSq (a : ℝ) :
    Tendsto (fun y : ℝ => (y ^ 2 + a ^ 2)⁻¹) atTop (𝓝 0) :=
  tendsto_inv_atTop_zero.comp
    (tendsto_atTop_add_const_right _ _ (tendsto_pow_atTop two_ne_zero))
```

Let $f\ge 0$ be even and non-increasing for $x\ge0$, with $F'=f$, $F(0)=0$ and $F(x)\to L$ as $x\to\infty$. By the mean value theorem $F(n+1)-F(n)=f(c)$ for some $c$ between $n$ and $n+1$, so
$$f(n+1)\le F(n+1)-F(n)\le f(n).$$
The differences telescope to $L$. With $S=\sum_{n\ge1}f(n)$ this gives $S\le L\le f(0)+S$. The sum over all integers is $f(0)+2S$, hence
$$\Big|\sum_{n\in\mathbb Z}f(n)-2L\Big|\le f(0).$$
In the proof, `step` is the cell inequality and `tel` the telescoping; `eneg` uses evenness to fold the negative half of the chain onto the positive one.

```lean
/-- For an even non-negative interaction `f` that decreases away from the origin, the sum over
a unit chain differs from the integral over the line, `2 * L`, by at most `f 0`. -/
theorem chain_sum_near_integral {f F : ℝ → ℝ} {L : ℝ}
    (hF : ∀ x, HasDerivAt F (f x) x) (h0 : F 0 = 0) (hL : Tendsto F atTop (𝓝 L))
    (heven : ∀ x, f (-x) = f x) (hpos : ∀ x, 0 ≤ f x)
    (hanti : ∀ x y, 0 ≤ x → x ≤ y → f y ≤ f x) :
    Summable (fun n : ℤ => f n) ∧ |(∑' n : ℤ, f n) - 2 * L| ≤ f 0 := by
  -- on each unit cell the integral lies between the two end values
  have step : ∀ n : ℕ, f ((n : ℝ) + 1) ≤ F ((n : ℝ) + 1) - F n ∧
      F ((n : ℝ) + 1) - F n ≤ f n := by
    intro n
    obtain ⟨c, hc, h⟩ := exists_hasDerivAt_eq_slope F f (lt_add_one (n : ℝ))
      (fun x _ => (hF x).continuousAt.continuousWithinAt) (fun x _ => hF x)
    have hn : (0 : ℝ) ≤ n := n.cast_nonneg
    rw [add_sub_cancel_left, div_one] at h
    rw [← h]
    exact ⟨hanti _ _ (hn.trans hc.1.le) hc.2.le, hanti _ _ hn hc.1.le⟩
  -- the cell integrals telescope
  have tel : HasSum (fun n : ℕ => F ((n : ℝ) + 1) - F n) L := by
    rw [hasSum_iff_tendsto_nat_of_nonneg (fun n => (hpos _).trans (step n).1)]
    have e : ∀ N : ℕ, ∑ i ∈ Finset.range N, (F ((i : ℝ) + 1) - F i) = F N := by
      intro N
      induction N with
      | zero => simp [h0]
      | succ k ih => rw [Finset.sum_range_succ, ih]; push_cast; ring
    simp only [e]
    exact hL.comp tendsto_natCast_atTop_atTop
  have s1 : Summable (fun n : ℕ => f ((n : ℝ) + 1)) :=
    Summable.of_nonneg_of_le (fun n => hpos _) (fun n => (step n).1) tel.summable
  have s0 : Summable (fun n : ℕ => f (n : ℝ)) :=
    (summable_nat_add_iff 1).1 (by simpa using s1)
  have e0 : ∑' n : ℕ, f (n : ℝ) = f 0 + ∑' n : ℕ, f ((n : ℝ) + 1) := by
    simpa using s0.tsum_eq_zero_add
  have up := hasSum_le (fun n => (step n).1) s1.hasSum tel
  have lo := hasSum_le (fun n => (step n).2) tel s0.hasSum
  have eneg : ∀ n : ℕ, f ((-((n : ℤ) + 1) : ℤ) : ℝ) = f ((n : ℝ) + 1) := by
    intro n
    have e : ((-((n : ℤ) + 1) : ℤ) : ℝ) = -((n : ℝ) + 1) := by simp
    rw [e, heven]
  have hs : HasSum (fun n : ℤ => f n)
      ((∑' n : ℕ, f (n : ℝ)) + ∑' n : ℕ, f ((n : ℝ) + 1)) := by
    apply HasSum.of_nat_of_neg_add_one
    · simp only [Int.cast_natCast]
      exact s0.hasSum
    · simp only [eneg]
      exact s1.hasSum
  refine ⟨hs.summable, ?_⟩
  rw [hs.tsum_eq, abs_le]
  constructor <;> linarith
```

## One row of atoms

For a row at distance $a>0$, take $f(x)=(x^2+a^2)^{-3}$. Its primitive is
$$F(x)=\frac{x}{4a^2(x^2+a^2)^2}+\frac{3x}{8a^4(x^2+a^2)}+\frac{3}{8a^5}\arctan\frac xa .$$
To check it, write $q=x^2+a^2$. The three terms differentiate to
$$\Big(\frac1{q^3}-\frac{3}{4a^2q^2}\Big)+\Big(\frac{3}{4a^2q^2}-\frac{3}{8a^4q}\Big)+\frac{3}{8a^4q}=\frac1{q^3}.$$
Only the arctangent survives at infinity, so $2L=3\pi/(8a^5)$, and the error is at most $f(0)=1/a^6$. The limits of the three terms are `t2`, `t1` and `t3`.

```lean
/-- The inverse-sixth-power sum over one row of atoms at distance `a` equals `3π/(8a⁵)` up to
an error of at most `1/a⁶`. -/
theorem row_sum {a : ℝ} (ha : 0 < a) :
    Summable (fun n : ℤ => 1 / ((n : ℝ) ^ 2 + a ^ 2) ^ 3) ∧
    |(∑' n : ℤ, 1 / ((n : ℝ) ^ 2 + a ^ 2) ^ 3) - 3 * π / 8 * (1 / a ^ 5)| ≤ 1 / a ^ 6 := by
  have hF : ∀ x : ℝ, HasDerivAt (fun y : ℝ => 1 / (4 * a ^ 2) * (y / (y ^ 2 + a ^ 2) ^ 2)
      + 3 / (8 * a ^ 4) * (y / (y ^ 2 + a ^ 2)) + 3 / (8 * a ^ 5) * Real.arctan (y / a))
      (1 / (x ^ 2 + a ^ 2) ^ 3) x := by
    intro x
    have hq0 : x ^ 2 + a ^ 2 ≠ 0 := by positivity
    have hq2 : HasDerivAt (fun y : ℝ => (y ^ 2 + a ^ 2) ^ 2)
        (2 * (x ^ 2 + a ^ 2) * (2 * x)) x :=
      ((hasDerivAt_distSq a x).fun_pow 2).congr_deriv (by norm_num)
    have h3 : HasDerivAt (fun y : ℝ => Real.arctan (y / a)) (a / (x ^ 2 + a ^ 2)) x := by
      refine (((hasDerivAt_id' x).div_const a).arctan).congr_deriv ?_
      have e : 1 + (x / a) ^ 2 = (x ^ 2 + a ^ 2) / a ^ 2 := by
        field_simp
        ring
      rw [e]
      field_simp
    refine ((((hasDerivAt_id' x).fun_div hq2 (pow_ne_zero 2 hq0)).const_mul _).fun_add
      (((hasDerivAt_id' x).fun_div (hasDerivAt_distSq a x) hq0).const_mul _)).fun_add
      (h3.const_mul _) |>.congr_deriv ?_
    field_simp
    ring
  have t1 : Tendsto (fun y : ℝ => y / (y ^ 2 + a ^ 2)) atTop (𝓝 0) := by
    refine squeeze_zero' ?_ ?_ tendsto_inv_atTop_zero
    · filter_upwards [eventually_gt_atTop 0] with y hy
      positivity
    · filter_upwards [eventually_gt_atTop 0] with y hy
      rw [← one_div, div_le_div_iff₀ (by positivity) hy]
      nlinarith [sq_nonneg a]
  have t2 : Tendsto (fun y : ℝ => y / (y ^ 2 + a ^ 2) ^ 2) atTop (𝓝 0) := by
    have h := t1.mul (tendsto_inv_distSq a)
    rw [mul_zero] at h
    refine h.congr fun y => ?_
    rw [← div_eq_mul_inv, div_div, ← sq]
  have t3 : Tendsto (fun y : ℝ => Real.arctan (y / a)) atTop (𝓝 (π / 2)) :=
    (Real.tendsto_arctan_atTop.mono_right nhdsWithin_le_nhds).comp
      (tendsto_id.atTop_div_const ha)
  have hL := ((t2.const_mul (1 / (4 * a ^ 2))).add (t1.const_mul (3 / (8 * a ^ 4)))).add
    (t3.const_mul (3 / (8 * a ^ 5)))
  have h := chain_sum_near_integral hF (by simp) hL (fun x => by rw [neg_sq])
    (fun x => by positivity) (fun x y hx hxy => by gcongr)
  refine ⟨h.1, ?_⟩
  have e1 : 2 * (1 / (4 * a ^ 2) * 0 + 3 / (8 * a ^ 4) * 0 + 3 / (8 * a ^ 5) * (π / 2))
      = 3 * π / 8 * (1 / a ^ 5) := by
    field_simp
    ring
  have e2 : 1 / ((0 : ℝ) ^ 2 + a ^ 2) ^ 3 = 1 / a ^ 6 := by ring
  rw [← e1, ← e2]
  exact h.2
```

## The stack of rows

Row $m$ lies at distance $a_m=\sqrt{m^2+z^2}$, so the leading terms require $\sum_m a_m^{-5}$. Put $s=\sqrt{x^2+z^2}$ and $u=x/s$. Then $u'=z^2/s^3$ and $1-u^2=z^2/s^2$, which gives
$$\frac{d}{dx}\,\frac{u-u^3/3}{z^4}=\frac{(1-u^2)\,u'}{z^4}=\frac1{s^5}.$$
Since $u\to1$, $2L=4/(3z^4)$, with error at most $1/z^5$.

```lean
/-- The sum of the inverse fifth powers of the distances to a unit chain at distance `z` equals
`4/(3z⁴)` up to an error of at most `1/z⁵`. -/
theorem stack_sum {z : ℝ} (hz : 0 < z) :
    Summable (fun n : ℤ => 1 / √((n : ℝ) ^ 2 + z ^ 2) ^ 5) ∧
    |(∑' n : ℤ, 1 / √((n : ℝ) ^ 2 + z ^ 2) ^ 5) - 4 / (3 * z ^ 4)| ≤ 1 / z ^ 5 := by
  -- the primitive is a cubic in the sine of the viewing angle
  have hF : ∀ x : ℝ, HasDerivAt (fun y : ℝ => (y / √(y ^ 2 + z ^ 2)
      - (y / √(y ^ 2 + z ^ 2)) ^ 3 / 3) / z ^ 4) (1 / √(x ^ 2 + z ^ 2) ^ 5) x := by
    intro x
    have hq : 0 < x ^ 2 + z ^ 2 := by positivity
    have hs := Real.sqrt_pos.2 hq
    have hsq := Real.sq_sqrt hq.le
    have hu : HasDerivAt (fun y : ℝ => y / √(y ^ 2 + z ^ 2))
        (z ^ 2 / √(x ^ 2 + z ^ 2) ^ 3) x := by
      refine ((hasDerivAt_id' x).fun_div ((hasDerivAt_distSq z x).sqrt hq.ne')
        hs.ne').congr_deriv ?_
      generalize √(x ^ 2 + z ^ 2) = s at hs hsq ⊢
      have e : z ^ 2 = s ^ 2 - x ^ 2 := by linarith
      rw [e]
      field_simp
    have hu3 : HasDerivAt (fun y : ℝ => (y / √(y ^ 2 + z ^ 2)) ^ 3)
        (3 * (x / √(x ^ 2 + z ^ 2)) ^ 2 * (z ^ 2 / √(x ^ 2 + z ^ 2) ^ 3)) x :=
      (hu.fun_pow 3).congr_deriv (by norm_num)
    refine ((hu.fun_sub (hu3.div_const 3)).div_const (z ^ 4)).congr_deriv ?_
    generalize √(x ^ 2 + z ^ 2) = s at hs hsq ⊢
    have e : x ^ 2 = s ^ 2 - z ^ 2 := by linarith
    rw [div_pow, e]
    field_simp
    ring
  have tu : Tendsto (fun y : ℝ => y / √(y ^ 2 + z ^ 2)) atTop (𝓝 1) := by
    have h := (((tendsto_inv_distSq z).const_mul (z ^ 2)).const_sub 1).sqrt
    rw [mul_zero, sub_zero, Real.sqrt_one] at h
    refine h.congr' ?_
    filter_upwards [eventually_gt_atTop 0] with y hy
    have hq : y ^ 2 + z ^ 2 ≠ 0 := by positivity
    have e : 1 - z ^ 2 * (y ^ 2 + z ^ 2)⁻¹ = y ^ 2 / (y ^ 2 + z ^ 2) := by
      field_simp
      ring
    rw [e, Real.sqrt_div (sq_nonneg y), Real.sqrt_sq hy.le]
  have hL := (tu.sub ((tu.pow 3).div_const 3)).div_const (z ^ 4)
  have h := chain_sum_near_integral hF (by simp) hL (fun x => by rw [neg_sq])
    (fun x => by positivity) (fun x y hx hxy => by gcongr)
  refine ⟨h.1, ?_⟩
  have e1 : 2 * (((1 : ℝ) - 1 ^ 3 / 3) / z ^ 4) = 4 / (3 * z ^ 4) := by
    field_simp
    norm_num
  have e2 : 1 / √((0 : ℝ) ^ 2 + z ^ 2) ^ 5 = 1 / z ^ 5 := by
    rw [zero_pow two_ne_zero, zero_add, Real.sqrt_sq hz.le]
  rw [← e1, ← e2]
  exact h.2
```

## An error bound at every height

Let $R_m$ be the sum over row $m$. Adding the row estimates gives
$$\Big|P(z)-\frac{3\pi}{8}\sum_m a_m^{-5}\Big|\le\sum_m a_m^{-6}\le\frac{3\pi}{8z^5}+\frac1{z^6},$$
where the last step is the row estimate again, now with $a=z$. Replacing $\sum_m a_m^{-5}$ by $4/(3z^4)$ costs at most another $3\pi/(8z^5)$. Therefore
$$\Big|P(z)-\frac{\pi}{2z^4}\Big|\le\frac{3\pi}{4z^5}+\frac1{z^6}.$$
This bound is far from sharp at large $z$: Poisson summation, which is not formalised here, shows that the true difference decays exponentially, like $z^{-5/2}e^{-2\pi z}$. The theorem also states `Summable`, which matters because Lean assigns the value zero to a divergent sum. Here `row` holds the row estimates, `sR` the convergence of $\sum_m R_m$, and `sP` that of the double sum; `sP.tsum_prod` then permits summing row by row.

```lean
/-- At every height `z > 0` the lattice sum converges and differs from `π/(2z⁴)` by at most
`3π/(4z⁵) + 1/z⁶`. -/
theorem planeSum_error {z : ℝ} (hz : 0 < z) :
    Summable (fun p : ℤ × ℤ => 1 / ((p.1 : ℝ) ^ 2 + (p.2 : ℝ) ^ 2 + z ^ 2) ^ 3) ∧
    |planeSum z - π / (2 * z ^ 4)| ≤ 3 * π / (4 * z ^ 5) + 1 / z ^ 6 := by
  have row : ∀ m : ℤ, Summable (fun n : ℤ => 1 / ((m : ℝ) ^ 2 + (n : ℝ) ^ 2 + z ^ 2) ^ 3) ∧
      |(∑' n : ℤ, 1 / ((m : ℝ) ^ 2 + (n : ℝ) ^ 2 + z ^ 2) ^ 3)
        - 3 * π / 8 * (1 / √((m : ℝ) ^ 2 + z ^ 2) ^ 5)| ≤ 1 / ((m : ℝ) ^ 2 + z ^ 2) ^ 3 := by
    intro m
    have hq : 0 < (m : ℝ) ^ 2 + z ^ 2 := by positivity
    have h := row_sum (Real.sqrt_pos.2 hq)
    have e : √((m : ℝ) ^ 2 + z ^ 2) ^ 6 = ((m : ℝ) ^ 2 + z ^ 2) ^ 3 := by
      calc √((m : ℝ) ^ 2 + z ^ 2) ^ 6 = (√((m : ℝ) ^ 2 + z ^ 2) ^ 2) ^ 3 := by ring
        _ = _ := by rw [Real.sq_sqrt hq.le]
    rw [e] at h
    simp only [Real.sq_sqrt hq.le] at h
    have e2 : ∀ n : ℤ, (m : ℝ) ^ 2 + (n : ℝ) ^ 2 + z ^ 2
        = (n : ℝ) ^ 2 + ((m : ℝ) ^ 2 + z ^ 2) := fun n => by ring
    simp only [e2]
    exact h
  obtain ⟨sB, hB⟩ := stack_sum hz
  obtain ⟨sD, hD⟩ := row_sum hz
  have hup := (sB.hasSum.mul_left (3 * π / 8)).add sD.hasSum
  have hlo := (sB.hasSum.mul_left (3 * π / 8)).sub sD.hasSum
  have sR : Summable (fun m : ℤ => ∑' n : ℤ, 1 / ((m : ℝ) ^ 2 + (n : ℝ) ^ 2 + z ^ 2) ^ 3) :=
    Summable.of_nonneg_of_le (fun m => tsum_nonneg fun n => by positivity)
      (fun m => by linarith [(abs_le.1 (row m).2).2]) hup.summable
  have sP : Summable
      (fun p : ℤ × ℤ => 1 / ((p.1 : ℝ) ^ 2 + (p.2 : ℝ) ^ 2 + z ^ 2) ^ 3) :=
    (summable_prod_of_nonneg (fun p => by positivity)).2 ⟨fun m => (row m).1, sR⟩
  refine ⟨sP, ?_⟩
  -- sum the row estimates over all rows
  have u := hasSum_le (fun m => by linarith [(abs_le.1 (row m).2).2]) sR.hasSum hup
  have l := hasSum_le (fun m => by linarith [(abs_le.1 (row m).2).1]) hlo sR.hasSum
  have eP : planeSum z = ∑' m : ℤ, ∑' n : ℤ,
      1 / ((m : ℝ) ^ 2 + (n : ℝ) ^ 2 + z ^ 2) ^ 3 := sP.tsum_prod
  rw [← eP] at u l
  have hc : 0 ≤ 3 * π / 8 := by positivity
  have b1 := mul_le_mul_of_nonneg_left (abs_le.1 hB).1 hc
  have b2 := mul_le_mul_of_nonneg_left (abs_le.1 hB).2 hc
  have d := (abs_le.1 hD).2
  have e1 : 3 * π / 8 * (4 / (3 * z ^ 4)) = π / (2 * z ^ 4) := by
    field_simp
    ring
  have e2 : 3 * π / (4 * z ^ 5) = 2 * (3 * π / 8 * (1 / z ^ 5)) := by
    field_simp
    ring
  rw [mul_sub, e1] at b1 b2
  rw [mul_neg] at b1
  rw [e2, abs_le]
  constructor <;> linarith
```

## The continuum limit

Multiplying by $z^4$ gives
$$\Big|z^4P(z)-\frac\pi2\Big|\le\frac{3\pi}{4z}+\frac1{z^2}\to0 .$$
In Lean, `atTop` means that the real height $z$ grows without bound, and `squeeze_zero'` closes the argument.

```lean
/-- Continuum limit above an atomic plane: `z⁴` times the lattice sum tends to `π/2` as the
height `z` grows. -/
theorem planeSum_continuum_limit :
    Tendsto (fun z : ℝ => z ^ 4 * planeSum z) atTop (𝓝 (π / 2)) := by
  have hg : Tendsto (fun z : ℝ => 3 * π / 4 * z⁻¹ + z⁻¹ ^ 2) atTop (𝓝 0) := by
    have h := ((tendsto_inv_atTop_zero (𝕜 := ℝ)).const_mul (3 * π / 4)).add
      ((tendsto_inv_atTop_zero (𝕜 := ℝ)).pow 2)
    simpa using h
  rw [tendsto_iff_norm_sub_tendsto_zero]
  refine squeeze_zero' (Eventually.of_forall fun _ => norm_nonneg _) ?_ hg
  filter_upwards [eventually_gt_atTop 0] with z hz
  have e : z ^ 4 * planeSum z - π / 2 = z ^ 4 * (planeSum z - π / (2 * z ^ 4)) := by
    field_simp
  rw [Real.norm_eq_abs, e, abs_mul, abs_of_pos (pow_pos hz 4)]
  calc z ^ 4 * |planeSum z - π / (2 * z ^ 4)|
      ≤ z ^ 4 * (3 * π / (4 * z ^ 5) + 1 / z ^ 6) :=
        mul_le_mul_of_nonneg_left (planeSum_error hz).2 (by positivity)
    _ = 3 * π / 4 * z⁻¹ + z⁻¹ ^ 2 := by field_simp <;> ring
```

For the sheet, polar coordinates give
$$2\pi\int_0^\infty\frac{r\,dr}{(r^2+z^2)^3}=2\pi\Big[-\frac{1}{4(r^2+z^2)^2}\Big]_0^\infty=\frac{\pi}{2z^4}.$$
The lemmas `radial` and `angular` are the two factors.

```lean
/-- The integral over the uniform sheet of unit density is exactly `π/(2z⁴)`. -/
theorem sheetIntegral_eq {z : ℝ} (hz : 0 < z) : sheetIntegral z = π / (2 * z ^ 4) := by
  have radial : ∫ r in Ioi (0 : ℝ), r / (r ^ 2 + z ^ 2) ^ 3 = 1 / (4 * z ^ 4) := by
    have hd : ∀ r ∈ Ici (0 : ℝ), HasDerivAt
        (fun y : ℝ => -(1 / 4) * (1 / (y ^ 2 + z ^ 2) ^ 2)) (r / (r ^ 2 + z ^ 2) ^ 3) r := by
      intro r _
      have hq0 : r ^ 2 + z ^ 2 ≠ 0 := by positivity
      have hq2 : HasDerivAt (fun y : ℝ => (y ^ 2 + z ^ 2) ^ 2)
          (2 * (r ^ 2 + z ^ 2) * (2 * r)) r :=
        ((hasDerivAt_distSq z r).fun_pow 2).congr_deriv (by norm_num)
      refine (((hasDerivAt_const r (1 : ℝ)).fun_div hq2
        (pow_ne_zero 2 hq0)).const_mul _).congr_deriv ?_
      field_simp <;> ring
    have hl : Tendsto (fun y : ℝ => -(1 / 4) * (1 / (y ^ 2 + z ^ 2) ^ 2)) atTop (𝓝 0) := by
      have h := ((tendsto_inv_distSq z).pow 2).const_mul (-(1 / 4))
      rw [zero_pow two_ne_zero, mul_zero] at h
      exact h.congr fun y => by rw [inv_pow, one_div ((y ^ 2 + z ^ 2) ^ 2)]
    rw [integral_Ioi_of_hasDerivAt_of_nonneg' hd
      (fun r hr => div_nonneg (le_of_lt hr) (by positivity)) hl]
    field_simp <;> ring
  have angular : ∫ _θ in Ioo (-π) π, (1 : ℝ) = 2 * π := by
    rw [← integral_Ioc_eq_integral_Ioo,
      ← intervalIntegral.integral_of_le (by linarith [Real.pi_pos]),
      intervalIntegral.integral_const, smul_eq_mul]
    ring
  have ht : polarCoord.target = Ioi (0 : ℝ) ×ˢ Ioo (-π) π := rfl
  have hp : ∀ p : ℝ × ℝ, p.1 • (1 / ((polarCoord.symm p).1 ^ 2
      + (polarCoord.symm p).2 ^ 2 + z ^ 2) ^ 3) = p.1 / (p.1 ^ 2 + z ^ 2) ^ 3 * 1 := by
    intro p
    have e : (p.1 * Real.cos p.2) ^ 2 + (p.1 * Real.sin p.2) ^ 2 = p.1 ^ 2 := by
      linear_combination p.1 ^ 2 * Real.sin_sq_add_cos_sq p.2
    simp only [polarCoord_symm_apply]
    rw [e, smul_eq_mul, mul_one, mul_one_div]
  calc sheetIntegral z = ∫ p in polarCoord.target, p.1 • (1 / ((polarCoord.symm p).1 ^ 2
        + (polarCoord.symm p).2 ^ 2 + z ^ 2) ^ 3) :=
        (integral_comp_polarCoord_symm
          (fun p : ℝ × ℝ => 1 / (p.1 ^ 2 + p.2 ^ 2 + z ^ 2) ^ 3)).symm
    _ = ∫ p in Ioi (0 : ℝ) ×ˢ Ioo (-π) π, p.1 / (p.1 ^ 2 + z ^ 2) ^ 3 * 1 := by
        rw [ht]
        exact integral_congr_ae (Eventually.of_forall hp)
    _ = (∫ r in Ioi (0 : ℝ), r / (r ^ 2 + z ^ 2) ^ 3) * ∫ _θ in Ioo (-π) π, (1 : ℝ) :=
        setIntegral_prod_mul (μ := volume) (ν := volume)
          (fun r : ℝ => r / (r ^ 2 + z ^ 2) ^ 3) (fun _ : ℝ => (1 : ℝ)) _ _
    _ = π / (2 * z ^ 4) := by
        rw [radial, angular]
        field_simp <;> ring
```

Dividing the lattice limit by $\pi/2$ shows that the ratio of lattice sum to sheet integral tends to one. For pairwise-additive, unretarded dispersion directly above a site of a single rigid square plane, this justifies replacing the lattice sum by a smooth $z^{-4}$ attraction at large heights. A wall model built from uniform sheets, as in some adsorption simulations, makes the same replacement at every lateral position, which the theorems here do not cover.

```lean
/-- The ratio of the lattice sum to the integral over the uniform sheet tends to one as the
height grows. -/
theorem planeSum_div_sheetIntegral :
    Tendsto (fun z : ℝ => planeSum z / sheetIntegral z) atTop (𝓝 1) := by
  have h := planeSum_continuum_limit.div_const (π / 2)
  rw [div_self (by positivity)] at h
  refine h.congr' ?_
  filter_upwards [eventually_gt_atTop 0] with z hz
  rw [sheetIntegral_eq hz]
  field_simp

end

end AtomicPlaneContinuum
```

```lean
#print axioms AtomicPlaneContinuum.planeSum_div_sheetIntegral
```

```
'AtomicPlaneContinuum.planeSum_div_sheetIntegral' depends on axioms: [propext, Classical.choice, Quot.sound]
```

## The twelfth-power repulsion

The same two-stage comparison, with the primitives for the higher powers, treats the repulsive part of a Lennard-Jones potential. The sheet integral is then $\pi/(5z^{10})$, and correspondingly
$$z^{10}\sum_{(m,n)\in\mathbb Z^2}\frac1{(m^2+n^2+z^2)^6}\to\frac\pi5 .$$
This variant is argued here by analogy and is not part of the Lean development.
